# The AR(1) blocking curve rises strictly to $(1+\rho)/(1-\rho)$ for $0<\rho<1$

## Two correlated samples, then three

Take two successive samples of a stationary series, each with variance $\sigma^2>0$, and let $\rho$ be their correlation. Their mean has variance

$$\frac{1}{4}\left(2\sigma^2+2\rho\sigma^2\right)=\frac{\sigma^2}{2}(1+\rho).$$

Independent samples would give $\sigma^2/2$, so correlation changes the variance by the factor $1+\rho$. With three samples there are two neighbouring pairs and one pair at distance two. If the latter has correlation $\rho^2$, the factor becomes $1+\tfrac43\rho+\tfrac23\rho^2$. For $\rho>0$ the factor grows from 1 to 2 to 3 samples, because longer blocks contain more correlated pairs per sample: none, then $\tfrac12$, then $1$.

## The variance of a block mean

Let $c(k)$ be the correlation of two samples $k$ steps apart, with $c(0)=1$. A block of $B$ samples contains $B-k$ pairs at lag $k$, so its mean has variance $\sigma^2 g(B)/B$, where

$$g(B)=1+2\sum_{k=1}^{B-1}\left(1-\frac kB\right)c(k).$$

An AR(1) series obeys $x_{t+1}=\rho x_t+\eta_t$ about its mean, with independent noise $\eta_t$ and $|\rho|<1$. Multiplying by an earlier sample and averaging gives $c(k+1)=\rho\,c(k)$, hence $c(k)=\rho^k$.

Blocking cuts a run of $N$ samples into $N/B$ blocks and treats the block means as independent. With the exact variance of a block mean, this gives the squared error bar $\sigma^2g(B)/N$ for the mean of the run. The blocking curve here is $g$, which is that value in units of the uncorrelated result $\sigma^2/N$. In variational Monte Carlo the samples are local energies; the closed form below applies when their autocorrelation is a single geometric decay.

## Closed form and plateau

Define the truncated sums $S_n=1+2\sum_{k=1}^{n}c(k)$. Lag $k$ occurs in $S_k,\dots,S_{B-1}$, which is $B-k$ times, so

$$B\,g(B)=B+2\sum_{k=1}^{B-1}(B-k)c(k)=\sum_{n=0}^{B-1}S_n.$$

Thus $g(B)$ is the average of the first $B$ truncated sums. If $\sum_{k=1}^n c(k)$ converges to $\tau$, then $S_n\to1+2\tau$, and so does its average.

For $c(k)=\rho^k$ with $\rho\neq1$,

$$S_n=1+\frac{2(\rho-\rho^{n+1})}{1-\rho}=\frac{1+\rho}{1-\rho}-\frac{2\rho^{n+1}}{1-\rho}.$$

Summing over $n=0,\dots,B-1$ and dividing by $B$ gives, for $B\ge1$,

$$g(B)=\frac{1+\rho}{1-\rho}-\frac{2\rho(1-\rho^B)}{B(1-\rho)^2}.$$

For $|\rho|<1$ the last term vanishes as $B\to\infty$. It does so only as $1/B$ when $\rho\ne0$, although the correlations themselves decay exponentially.

A slip to watch for is starting the sum for $\tau$ at lag zero. That lag is already the leading 1 in $g$. The correct value is $\tau=\rho/(1-\rho)$; using $1/(1-\rho)$ would give the false plateau $(3-\rho)/(1-\rho)$.

## Growth, and where it fails

The term $k=B$ has weight zero in $g(B)$, so it may be added to the sum. Then

$$g(B+1)-g(B)=2\sum_{k=1}^{B}\left(\frac kB-\frac k{B+1}\right)c(k)=\frac{2}{B(B+1)}\sum_{k=1}^{B}k\,c(k).$$

If all $c(k)$ at positive lag are nonnegative and $c(1)>0$, this is positive. The AR(1) case with $0<\rho<1$ qualifies.

The distance from the curve up to its plateau is $\rho$ times $2(1-\rho^B)/(B(1-\rho)^2)$, and the second factor is positive for $|\rho|<1$. The curve therefore lies below its plateau exactly when $\rho>0$.

For negative $\rho$, $g(2)-g(1)=\rho<0$, while $g(3)-g(2)=\rho(1+2\rho)/3$, which is positive when $\rho<-1/2$. The curve then falls before it rises.

## How the Lean statements encode the curve

`blockingCurve c B` is $g(B)$ for an arbitrary function `c : ℕ → ℝ`. The set `Ico 1 B` holds the lags $1,\dots,B-1$, and the normalisation $c(0)=1$ enters through the leading 1; the value `c 0` is never used. AR(1) enters as `fun k => ρ ^ k`.

The main theorem, `ar1_blocking_curve`, assumes `|ρ| < 1` and states three things: the closed form for every $B\ge1$, convergence to the plateau, and strict growth if `0 < ρ`. Growth is stated on `Set.Ici 1`, the block lengths from 1 upwards, since the definition gives the same value 1 at $B=0$ and $B=1$.

The file contains no random variables: the variance formula and the AR(1) recursion are the physical reading of $g$ and $c$. The correlations are exact, so the scatter of a curve estimated from a finite run is not described. `blockingCurve_not_monotone` holds for all $\rho<-1/2$, but only $-1<\rho<-1/2$ describes a stationary AR(1) series.

```lean
import Mathlib

open Finset Filter Topology

namespace BlockingCurve

noncomputable section

/-- The blocking curve at block length `B` of a series with normalised autocorrelation `c k` at lag
`k`: one plus twice the sum of the correlations at the lags `k = 1, ..., B - 1`, weighted by `1 - k
/ B`. -/
def blockingCurve (c : ℕ → ℝ) (B : ℕ) : ℝ :=
  1 + 2 * ∑ k ∈ Ico 1 B, (1 - (k : ℝ) / B) * c k

/-- The block length times the blocking curve is the sum, over `n = 0, ..., B - 1`, of one plus
twice the sum of the correlations at the lags `1, ..., n`. -/
theorem mul_blockingCurve (c : ℕ → ℝ) (B : ℕ) :
    (B : ℝ) * blockingCurve c B =
      ∑ n ∈ range B, (1 + 2 * ∑ k ∈ Ico 1 (n + 1), c k) := by
  -- clear the denominator in the triangular weights
  have h : (B : ℝ) * blockingCurve c B = B + 2 * ∑ k ∈ Ico 1 B, ((B : ℝ) - k) * c k := by
    rcases eq_or_ne B 0 with rfl | h0
    · simp
    · have hB : (B : ℝ) ≠ 0 := Nat.cast_ne_zero.mpr h0
      have hs : (B : ℝ) * ∑ k ∈ Ico 1 B, (1 - (k : ℝ) / B) * c k =
          ∑ k ∈ Ico 1 B, ((B : ℝ) - k) * c k := by
        rw [mul_sum]
        refine sum_congr rfl fun k _ => ?_
        have hk : (B : ℝ) * ((k : ℝ) / B) = k := by field_simp
        linear_combination (-c k) * hk
      simp only [blockingCurve]
      linear_combination 2 * hs
  rw [h]
  clear h
  -- lengthening the block by one step adds one truncated sum
  induction B with
  | zero => simp
  | succ B ih =>
    rw [sum_range_succ, ← ih]
    have top : ∑ k ∈ Ico 1 (B + 1), ((B : ℝ) - k) * c k =
        ∑ k ∈ Ico 1 B, ((B : ℝ) - k) * c k := by
      rcases Nat.eq_zero_or_pos B with rfl | hp
      · simp
      · rw [sum_Ico_succ_top hp]
        simp
    have split : ∑ k ∈ Ico 1 (B + 1), (((B + 1 : ℕ) : ℝ) - k) * c k =
        ∑ k ∈ Ico 1 (B + 1), ((B : ℝ) - k) * c k + ∑ k ∈ Ico 1 (B + 1), c k := by
      rw [← sum_add_distrib]
      refine sum_congr rfl fun k _ => ?_
      push_cast
      ring
    rw [split, top]
    push_cast
    ring

/-- If the autocorrelation sum over positive lags converges to `τ`, the blocking curve
tends to `1 + 2 τ` for long blocks. -/
theorem tendsto_blockingCurve {c : ℕ → ℝ} {τ : ℝ}
    (hτ : Tendsto (fun n : ℕ => ∑ k ∈ Ico 1 (n + 1), c k) atTop (𝓝 τ)) :
    Tendsto (blockingCurve c) atTop (𝓝 (1 + 2 * τ)) := by
  -- the curve is a Cesàro average of the truncated sums
  have h := ((hτ.const_mul 2).const_add 1).cesaro
  refine h.congr' ?_
  filter_upwards [eventually_ge_atTop 1] with B hB
  have hB0 : (B : ℝ) ≠ 0 := Nat.cast_ne_zero.mpr (by omega)
  show (B : ℝ)⁻¹ * ∑ n ∈ range B, (1 + 2 * ∑ k ∈ Ico 1 (n + 1), c k) = blockingCurve c B
  rw [← mul_blockingCurve c B, inv_mul_cancel_left₀ hB0]

/-- The change of the blocking curve when the block grows by one step is a positive factor
times the lag-weighted sum of the correlations up to lag `B`. -/
theorem blockingCurve_succ_sub (c : ℕ → ℝ) {B : ℕ} (hB : 1 ≤ B) :
    blockingCurve c (B + 1) - blockingCurve c B =
      2 / ((B : ℝ) * (B + 1)) * ∑ k ∈ Ico 1 (B + 1), (k : ℝ) * c k := by
  have hB0 : (B : ℝ) ≠ 0 := Nat.cast_ne_zero.mpr (by omega)
  have hB1 : (B : ℝ) + 1 ≠ 0 := by positivity
  -- the term of lag B has weight zero, so both sums can run over the same lags
  have top : ∑ k ∈ Ico 1 B, (1 - (k : ℝ) / B) * c k =
      ∑ k ∈ Ico 1 (B + 1), (1 - (k : ℝ) / B) * c k := by
    rw [sum_Ico_succ_top hB, div_self hB0]
    ring
  have key : 1 / (B : ℝ) - 1 / ((B : ℝ) + 1) = 1 / ((B : ℝ) * (B + 1)) := by
    field_simp
    ring
  have diff : ∑ k ∈ Ico 1 (B + 1), (1 - (k : ℝ) / ((B : ℝ) + 1)) * c k -
      ∑ k ∈ Ico 1 (B + 1), (1 - (k : ℝ) / B) * c k =
      1 / ((B : ℝ) * (B + 1)) * ∑ k ∈ Ico 1 (B + 1), (k : ℝ) * c k := by
    rw [← sum_sub_distrib, mul_sum]
    refine sum_congr rfl fun k _ => ?_
    linear_combination ((k : ℝ) * c k) * key
  simp only [blockingCurve]
  rw [top]
  push_cast
  linear_combination 2 * diff

/-- If no correlation at positive lag is negative and neighbouring samples are positively
correlated, the blocking curve increases strictly with the block length, from length one upwards. -/
theorem strictMonoOn_blockingCurve {c : ℕ → ℝ} (hc : ∀ k, 1 ≤ k → 0 ≤ c k) (h1 : 0 < c 1) :
    StrictMonoOn (blockingCurve c) (Set.Ici 1) := by
  have step : ∀ n : ℕ, 1 ≤ n → blockingCurve c n < blockingCurve c (n + 1) := by
    intro n hn
    have hn0 : (0 : ℝ) < n := Nat.cast_pos.mpr (by omega)
    have hs : 0 < ∑ k ∈ Ico 1 (n + 1), (k : ℝ) * c k := by
      refine sum_pos' (fun k hk => ?_) ⟨1, ?_, ?_⟩
      · exact mul_nonneg (Nat.cast_nonneg k) (hc k (mem_Ico.mp hk).1)
      · exact mem_Ico.mpr ⟨le_refl 1, by omega⟩
      · simpa using h1
    have hf : 0 < 2 / ((n : ℝ) * (n + 1)) := by positivity
    have hp := mul_pos hf hs
    rw [← blockingCurve_succ_sub c hn] at hp
    linarith
  intro a ha b _ hab
  have ha' : 1 ≤ a := ha
  obtain ⟨d, rfl⟩ := Nat.exists_eq_add_of_lt hab
  clear hab
  induction d with
  | zero => exact step a ha'
  | succ d ih => exact (ih (by show 1 ≤ a + d + 1; omega)).trans (step (a + d + 1) (by omega))

/-- Closed form of the blocking curve for the geometric autocorrelation `ρ ^ k` with `ρ ≠ 1`, at
block lengths from one upwards. -/
theorem blockingCurve_geometric {ρ : ℝ} (hρ : ρ ≠ 1) {B : ℕ} (hB : 1 ≤ B) :
    blockingCurve (fun k => ρ ^ k) B =
      (1 + ρ) / (1 - ρ) - 2 * ρ * (1 - ρ ^ B) / (B * (1 - ρ) ^ 2) := by
  have h1 : 1 - ρ ≠ 0 := sub_ne_zero.mpr hρ.symm
  have hB0 : (B : ℝ) ≠ 0 := Nat.cast_ne_zero.mpr (by omega)
  have geo : ∀ n : ℕ, ∑ k ∈ Ico 1 (n + 1), ρ ^ k = (ρ - ρ ^ (n + 1)) / (1 - ρ) := by
    intro n
    rw [eq_div_iff h1]
    induction n with
    | zero => simp
    | succ n ih =>
      rw [sum_Ico_succ_top (by omega), add_mul, ih]
      ring
  -- sum the truncated geometric sums
  have key : ∀ N : ℕ, ∑ n ∈ range N, (1 + 2 * ∑ k ∈ Ico 1 (n + 1), ρ ^ k) =
      N * (1 + ρ) / (1 - ρ) - 2 * ρ * (1 - ρ ^ N) / (1 - ρ) ^ 2 := by
    intro N
    induction N with
    | zero => simp
    | succ N ih =>
      rw [sum_range_succ, ih, geo]
      push_cast
      field_simp
      ring
  apply mul_left_cancel₀ hB0
  rw [mul_blockingCurve, key]
  field_simp

/-- The AR(1) blocking curve for `|ρ| < 1`: at block lengths from one upwards it has the stated
closed form and, for positive `ρ`, increases strictly; for long blocks it tends to `(1 + ρ) / (1 -
ρ)`. -/
theorem ar1_blocking_curve {ρ : ℝ} (hρ : |ρ| < 1) :
    (∀ B : ℕ, 1 ≤ B → blockingCurve (fun k => ρ ^ k) B =
      (1 + ρ) / (1 - ρ) - 2 * ρ * (1 - ρ ^ B) / (B * (1 - ρ) ^ 2)) ∧
    Tendsto (blockingCurve (fun k => ρ ^ k)) atTop (𝓝 ((1 + ρ) / (1 - ρ))) ∧
    (0 < ρ → StrictMonoOn (blockingCurve (fun k => ρ ^ k)) (Set.Ici 1)) := by
  have hlt : ρ < 1 := (abs_lt.mp hρ).2
  have h1 : 1 - ρ ≠ 0 := by linarith
  refine ⟨fun B hB => blockingCurve_geometric hlt.ne hB, ?_, fun hpos => ?_⟩
  · -- the geometric series fixes the plateau
    have hs : ∀ n : ℕ, ρ * ∑ k ∈ range n, ρ ^ k = ∑ k ∈ Ico 1 (n + 1), ρ ^ k := by
      intro n
      induction n with
      | zero => simp
      | succ n ih =>
        rw [sum_Ico_succ_top (by omega), sum_range_succ, ← ih]
        ring
    have ht := ((hasSum_geometric_of_abs_lt_one hρ).tendsto_sum_nat).const_mul ρ
    have h := tendsto_blockingCurve (ht.congr hs)
    have e : 1 + 2 * (ρ * (1 - ρ)⁻¹) = (1 + ρ) / (1 - ρ) := by
      field_simp
      ring
    rwa [e] at h
  · exact strictMonoOn_blockingCurve (fun k _ => (pow_pos hpos k).le) (by simpa using hpos)

/-- At any finite block length the AR(1) blocking curve lies below its long-block limit
exactly when `ρ` is positive. -/
theorem ar1_below_plateau_iff {ρ : ℝ} (hρ : |ρ| < 1) {B : ℕ} (hB : 1 ≤ B) :
    blockingCurve (fun k => ρ ^ k) B < (1 + ρ) / (1 - ρ) ↔ 0 < ρ := by
  have hlt : ρ < 1 := (abs_lt.mp hρ).2
  have h1 : 0 < 1 - ρ := by linarith
  have hB0 : (0 : ℝ) < B := Nat.cast_pos.mpr (by omega)
  have hpow : ρ ^ B < 1 := by
    calc ρ ^ B ≤ |ρ ^ B| := le_abs_self _
      _ = |ρ| ^ B := abs_pow ρ B
      _ < 1 := pow_lt_one₀ (abs_nonneg ρ) hρ (by omega)
  -- the distance to the plateau is ρ times a positive number
  have hq : 0 < 2 * (1 - ρ ^ B) / (B * (1 - ρ) ^ 2) :=
    div_pos (by linarith) (mul_pos hB0 (pow_pos h1 2))
  have e : 2 * ρ * (1 - ρ ^ B) / (B * (1 - ρ) ^ 2) =
      ρ * (2 * (1 - ρ ^ B) / (B * (1 - ρ) ^ 2)) := by ring
  rw [blockingCurve_geometric hlt.ne hB, e]
  constructor
  · intro h
    exact (mul_pos_iff_of_pos_right hq).1 (by linarith)
  · intro h
    have := mul_pos h hq
    linarith

/-- For `ρ < -1/2` the blocking curve with autocorrelation `ρ ^ k` falls from block length
one to two and rises from two to three. -/
theorem blockingCurve_not_monotone {ρ : ℝ} (hρ : ρ < -1 / 2) :
    blockingCurve (fun k => ρ ^ k) 2 < blockingCurve (fun k => ρ ^ k) 1 ∧
    blockingCurve (fun k => ρ ^ k) 2 < blockingCurve (fun k => ρ ^ k) 3 := by
  have g1 : blockingCurve (fun k => ρ ^ k) 1 = 1 := by simp [blockingCurve]
  have g2 : blockingCurve (fun k => ρ ^ k) 2 = 1 + ρ := by
    simp only [blockingCurve]
    rw [show Ico 1 2 = ({1} : Finset ℕ) by decide, sum_singleton]
    push_cast
    ring
  have g3 : blockingCurve (fun k => ρ ^ k) 3 = 1 + 4 / 3 * ρ + 2 / 3 * ρ ^ 2 := by
    simp only [blockingCurve]
    rw [show Ico 1 3 = ({1, 2} : Finset ℕ) by decide, sum_pair (by norm_num)]
    push_cast
    ring
  rw [g1, g2, g3]
  constructor
  · linarith
  · nlinarith [mul_pos (show 0 < -ρ by linarith) (show 0 < -1 - 2 * ρ by linarith)]

end

end BlockingCurve
```

```lean
#print axioms BlockingCurve.strictMonoOn_blockingCurve
-- 'BlockingCurve.strictMonoOn_blockingCurve' depends on axioms: [propext, Classical.choice, Quot.sound]
#print axioms BlockingCurve.ar1_blocking_curve
-- 'BlockingCurve.ar1_blocking_curve' depends on axioms: [propext, Classical.choice, Quot.sound]
#print axioms BlockingCurve.ar1_below_plateau_iff
-- 'BlockingCurve.ar1_below_plateau_iff' depends on axioms: [propext, Classical.choice, Quot.sound]
#print axioms BlockingCurve.blockingCurve_not_monotone
-- 'BlockingCurve.blockingCurve_not_monotone' depends on axioms: [propext, Classical.choice, Quot.sound]
```

## How the proof follows the calculation

`mul_blockingCurve` proves the averaging identity. It first clears the denominator $B$, then uses induction: lengthening the block by one step adds one truncated sum. `tendsto_blockingCurve` applies Mathlib's Cesàro theorem, `cesaro`, to those sums and identifies the average with the curve for $B\ge1$.

In `blockingCurve_succ_sub`, `top` adds the zero-weight term, `key` subtracts the reciprocals $1/B$ and $1/(B+1)$, and `diff` carries this through the sum. `strictMonoOn_blockingCurve` gets a positive increment from the lag-one term, then chains single steps by induction on the gap between two block lengths.

`blockingCurve_geometric` evaluates $\sum_{k=1}^n\rho^k$ in `geo`, sums the $S_n$ in `key`, and cancels $B$. `ar1_blocking_curve` combines these results. It takes the plateau from the general limit theorem, multiplying the geometric series from lag zero by $\rho$ so that it starts at lag one.

`ar1_below_plateau_iff` factors out $\rho$ and reads off the sign. `blockingCurve_not_monotone` computes the curve at block lengths 1, 2 and 3; its final inequality follows from $(-\rho)(-1-2\rho)>0$, which is three times the increment $g(3)-g(2)$.
